# Planar features of angular order l vanish on k-fold symmetric environments when k does not divide l

An atomic environment is modelled here as a finite set $S$ of complex numbers: the positions of identical atoms in a plane, relative to a centre at the origin. A set records neither chemical species nor two atoms at the same point. A feature is any function $F$ from such sets to $\mathbb{C}$, with no continuity or additivity assumed.

```lean
import Mathlib

open scoped Real

namespace LowOrderBlindness

noncomputable section
```

Rotation by an angle $t$ multiplies every position by $e^{it}$.

```lean
/-- The planar environment `S` rotated about the origin by the angle `t`. -/
def rotate (t : ℝ) (S : Finset ℂ) : Finset ℂ :=
  S.image (fun z => Complex.exp ((t : ℂ) * Complex.I) * z)
```

A feature has angular order $l$, a natural number, if for all real $t$ and all $S$
$$F(e^{it}S)=e^{ilt}F(S).$$
This hypothesis says that turning the environment changes only the phase of the feature, at a rate fixed by $l$.

```lean
/-- A feature of angular order `l`: rotating the environment by `t` multiplies the
feature by the phase `exp (i l t)`. -/
def IsEquivariant (l : ℕ) (F : Finset ℂ → ℂ) : Prop :=
  ∀ (t : ℝ) (S : Finset ℂ),
    F (rotate t S) = Complex.exp ((l : ℂ) * ((t : ℂ) * Complex.I)) * F S
```

Three objects complete the vocabulary. The first is the phase $\omega=e^{2\pi i/k}$ of a rotation by $2\pi/k$.

```lean
/-- The phase of a rotation by `2π/k`. -/
def stepPhase (k : ℕ) : ℂ := Complex.exp (((2 * π / k : ℝ) : ℂ) * Complex.I)
```

The second is the regular $k$-gon $P_k(c)=\{c\,\omega^j : 0\le j<k\}$.

```lean
/-- The regular `k`-gon centred at the origin with one vertex at `c`. -/
def polygon (k : ℕ) (c : ℂ) : Finset ℂ :=
  (Finset.range k).image (fun j => c * stepPhase k ^ j)
```

The third is a concrete feature, $F_{g,l}(S)=\sum_{z\in S} g(|z|)\,z^l$, with an arbitrary radial weight $g$.

```lean
/-- The density feature of order `l` with radial weight `g`: the sum of
`g(|z|) z^l` over the atoms. -/
def densityFeature (g : ℝ → ℂ) (l : ℕ) (S : Finset ℂ) : ℂ :=
  ∑ z ∈ S, g ‖z‖ * z ^ l
```

## Symmetry forces the feature to zero

For $k\ge 1$, written `k ≠ 0` in Lean, $\omega$ is a primitive $k$-th root of unity: $\omega^l=1$ exactly when $k$ divides $l$. The proof rewrites `stepPhase k` into the form for which Mathlib has this fact.

```lean
/-- The phase of a rotation by `2π/k` is a primitive `k`-th root of unity. -/
theorem stepPhase_primitive {k : ℕ} (hk : k ≠ 0) : IsPrimitiveRoot (stepPhase k) k := by
  have e : stepPhase k = Complex.exp (2 * π * Complex.I / k) := by
    unfold stepPhase
    congr 1
    push_cast
    ring
  rw [e]
  exact Complex.isPrimitiveRoot_exp k hk
```

Suppose that $S$ is unchanged by a rotation through $2\pi/k$. The transformation law at $t=2\pi/k$ then reads
$$F(S)=\omega^l F(S).$$
If $F(S)\neq 0$, cancelling it gives $\omega^l=1$, so $k$ divides $l$. Hence $F(S)=0$ whenever $k\nmid l$. The Lean proof follows the same route, with `mul_right_cancel₀` as the cancellation.

For $k=2$, every feature of odd order vanishes on an environment with inversion symmetry. For $k=1$ there is no constraint, since 1 divides every $l$.

```lean
/-- A feature of angular order `l` vanishes on every environment with `k`-fold
rotational symmetry when `k` does not divide `l`. -/
theorem feature_eq_zero_of_symmetric {k l : ℕ} (hk : k ≠ 0) {F : Finset ℂ → ℂ}
    (hF : IsEquivariant l F) {S : Finset ℂ} (hS : rotate (2 * π / k) S = S)
    (hkl : ¬ k ∣ l) : F S = 0 := by
  have h := hF (2 * π / k) S
  -- symmetry turns the transformation law into `F S = phase ^ l * F S`
  rw [hS, Complex.exp_nat_mul] at h
  by_contra h0
  apply hkl
  rw [← (stepPhase_primitive hk).pow_eq_one_iff_dvd]
  have h1 : stepPhase k ^ l * F S = 1 * F S := by
    rw [one_mul]
    exact h.symm
  exact mul_right_cancel₀ h0 h1
```

## Density features and polygons satisfy the hypotheses

Rotation preserves $|z|$ and moves distinct atoms to distinct atoms, so
$$F_{g,l}(e^{it}S)=\sum_{z\in S} g(|z|)\,(e^{it}z)^l=e^{ilt}F_{g,l}(S).$$
The injectivity is what `Finset.sum_image` asks for.

```lean
/-- Density features of order `l` have angular order `l`, for every radial weight. -/
theorem densityFeature_equivariant (g : ℝ → ℂ) (l : ℕ) :
    IsEquivariant l (densityFeature g l) := by
  intro t S
  unfold densityFeature rotate
  rw [Finset.sum_image]
  · rw [Finset.mul_sum]
    refine Finset.sum_congr rfl fun z _ => ?_
    rw [norm_mul, Complex.norm_exp_ofReal_mul_I, one_mul, mul_pow, Complex.exp_nat_mul]
    ring
  · intro x _ y _ h
    exact mul_left_cancel₀ (Complex.exp_ne_zero _) h
```

Rotating the polygon sends $c\,\omega^j$ to $c\,\omega^{j+1}$, and the last vertex returns to $c$ because $\omega^k=1$. This shows that the rotated polygon lies inside the original; both have the same number of points, so they are equal.

```lean
/-- The regular `k`-gon is invariant under rotation by `2π/k`. -/
theorem rotate_polygon {k : ℕ} (hk : k ≠ 0) (c : ℂ) :
    rotate (2 * π / k) (polygon k c) = polygon k c := by
  apply Finset.eq_of_subset_of_card_le
  · intro z hz
    obtain ⟨w, hw, rfl⟩ := Finset.mem_image.mp hz
    obtain ⟨j, hj, rfl⟩ := Finset.mem_image.mp hw
    have hj' := Finset.mem_range.mp hj
    change stepPhase k * (c * stepPhase k ^ j) ∈ polygon k c
    have e : stepPhase k * (c * stepPhase k ^ j) = c * stepPhase k ^ (j + 1) := by ring
    rw [e]
    -- each vertex moves to the next one, and the last returns to the first
    rcases Nat.lt_or_ge (j + 1) k with h | h
    · exact Finset.mem_image.mpr ⟨j + 1, Finset.mem_range.mpr h, rfl⟩
    · have hjk : j + 1 = k := by omega
      refine Finset.mem_image.mpr ⟨0, Finset.mem_range.mpr (by omega), ?_⟩
      rw [hjk, (stepPhase_primitive hk).pow_eq_one, pow_zero]
  · exact (Finset.card_image_of_injective _
      (mul_right_injective₀ (Complex.exp_ne_zero _))).ge
```

Since $|\omega|=1$, all vertices have modulus $|c|$.

```lean
/-- All vertices of the polygon lie at the same distance from the centre. -/
theorem norm_of_mem_polygon {k : ℕ} {c z : ℂ} (hz : z ∈ polygon k c) : ‖z‖ = ‖c‖ := by
  obtain ⟨j, _, rfl⟩ := Finset.mem_image.mp hz
  have h1 : ‖stepPhase k‖ = 1 := Complex.norm_exp_ofReal_mul_I _
  rw [norm_mul, norm_pow, h1, one_pow, mul_one]
```

## The value on a regular polygon

Let $c\ne0$. If $k\mid l$, then $\omega^l=1$ and each vertex contributes
$$g(|c|)\,(c\,\omega^j)^l=g(|c|)\,c^l(\omega^l)^j=g(|c|)\,c^l.$$
The $k$ vertices are distinct, so the sum is $k\,g(|c|)\,c^l$. If $k\nmid l$, the symmetry argument gives zero. The proof splits into the same two cases, with `hterm` for the equal contributions and `hcard` for the vertex count.

```lean
/-- The density feature of a regular `k`-gon is `k g(|c|) c^l` if `k` divides `l`,
and zero otherwise. -/
theorem densityFeature_polygon (g : ℝ → ℂ) (l : ℕ) {k : ℕ} (hk : k ≠ 0) {c : ℂ}
    (hc : c ≠ 0) :
    densityFeature g l (polygon k c) = if k ∣ l then (k : ℂ) * (g ‖c‖ * c ^ l) else 0 := by
  have hp := stepPhase_primitive hk
  split_ifs with hkl
  · have hl : stepPhase k ^ l = 1 := (hp.pow_eq_one_iff_dvd l).mpr hkl
    -- every vertex contributes the same amount
    have hterm : ∀ z ∈ polygon k c, g ‖z‖ * z ^ l = g ‖c‖ * c ^ l := by
      intro z hz
      rw [norm_of_mem_polygon hz]
      obtain ⟨j, _, rfl⟩ := Finset.mem_image.mp hz
      rw [mul_pow, ← pow_mul, mul_comm j l, pow_mul, hl, one_pow, mul_one]
    have hcard : (polygon k c).card = k := by
      have h := Finset.card_image_of_injOn (s := Finset.range k)
        (f := fun j => c * stepPhase k ^ j) (by
          intro i hi j hj h
          have hi' : i < k := by simpa using hi
          have hj' : j < k := by simpa using hj
          exact hp.pow_inj hi' hj' (mul_left_cancel₀ hc h))
      rw [Finset.card_range] at h
      exact h
    unfold densityFeature
    rw [Finset.sum_congr rfl hterm, Finset.sum_const, hcard, nsmul_eq_mul]
  · exact feature_eq_zero_of_symmetric hk (densityFeature_equivariant g l)
      (rotate_polygon hk c) hkl
```

Setting $g=1$ and $c=1$ gives the sum of $z^l$ over the $k$-th roots of unity.

```lean
/-- The sum of `z^l` over the regular `k`-gon with a vertex at `1` is `k` if `k`
divides `l`, and zero otherwise. -/
theorem sum_pow_polygon (l : ℕ) {k : ℕ} (hk : k ≠ 0) :
    ∑ z ∈ polygon k 1, z ^ l = if k ∣ l then (k : ℂ) else 0 := by
  have h := densityFeature_polygon (fun _ => 1) l hk one_ne_zero
  simpa [densityFeature] using h
```

The divisibility condition is therefore sharp on this polygon: some feature of order $l$ is nonzero there exactly when $k\mid l$.

```lean
/-- Some feature of angular order `l` is nonzero on the regular `k`-gon exactly when
`k` divides `l`. -/
theorem exists_feature_ne_zero_iff (l : ℕ) {k : ℕ} (hk : k ≠ 0) :
    (∃ F, IsEquivariant l F ∧ F (polygon k 1) ≠ 0) ↔ k ∣ l := by
  constructor
  · rintro ⟨F, hF, h⟩
    by_contra hkl
    exact h (feature_eq_zero_of_symmetric hk hF (rotate_polygon hk 1) hkl)
  · intro hkl
    refine ⟨densityFeature (fun _ => 1) l, densityFeature_equivariant _ l, ?_⟩
    rw [densityFeature_polygon _ l hk one_ne_zero, if_pos hkl]
    simpa using hk
```

## Two rings and a twist angle

Take two concentric $k$-gons with $|c|\neq|d|$. They share no atom, so their density features add.

```lean
/-- For two concentric `k`-gons of different radii, the density feature is the sum of
the features of the two rings. -/
theorem densityFeature_two_rings (g : ℝ → ℂ) (l k : ℕ) {c d : ℂ} (hcd : ‖c‖ ≠ ‖d‖) :
    densityFeature g l (polygon k c ∪ polygon k d)
      = densityFeature g l (polygon k c) + densityFeature g l (polygon k d) := by
  unfold densityFeature
  apply Finset.sum_union
  rw [Finset.disjoint_left]
  intro z hc hd
  exact hcd ((norm_of_mem_polygon hc).symm.trans (norm_of_mem_polygon hd))
```

Now twist the second ring, replacing $d$ by $e^{i\varphi}d$ with $d\neq0$. For $0<l<k$ both rings contribute zero. For $l=0$ the feature depends only on the radii. Either way $\varphi$ drops out.

```lean
/-- Twisting one of two concentric `k`-gons of different radii by any angle `φ` leaves
every density feature of order below `k` unchanged. -/
theorem twist_invisible (g : ℝ → ℂ) {k l : ℕ} (hl : l < k) {c d : ℂ}
    (hd : d ≠ 0) (hcd : ‖c‖ ≠ ‖d‖) (φ : ℝ) :
    densityFeature g l (polygon k c ∪ polygon k (Complex.exp (φ * Complex.I) * d))
      = densityFeature g l (polygon k c ∪ polygon k d) := by
  have hk : k ≠ 0 := by omega
  have hn : ‖Complex.exp (φ * Complex.I) * d‖ = ‖d‖ := by
    rw [norm_mul, Complex.norm_exp_ofReal_mul_I, one_mul]
  rw [densityFeature_two_rings g l k (by rw [hn]; exact hcd),
    densityFeature_two_rings g l k hcd,
    densityFeature_polygon g l hk (mul_ne_zero (Complex.exp_ne_zero _) hd),
    densityFeature_polygon g l hk hd, hn]
  -- below order `k` only `l = 0` survives, and it carries no phase
  rcases Nat.eq_zero_or_pos l with h0 | h0
  · subst h0
    simp only [pow_zero]
  · have hkl : ¬ k ∣ l := fun h => not_le_of_gt hl (Nat.le_of_dvd h0 h)
    rw [if_neg hkl, if_neg hkl]
```

At $l=k$, with $c$ also nonzero, both rings contribute:
$$k\left(g(|c|)\,c^k+e^{ik\varphi}g(|d|)\,d^k\right).$$
If $g(|d|)\neq0$, this value changes with $\varphi$ and repeats when $\varphi$ advances by $2\pi/k$, which maps the ring to itself.

```lean
/-- At order `k` the twist angle `φ` enters the density feature of the two rings
through the phase `exp (i k φ)`. -/
theorem twist_at_order_k (g : ℝ → ℂ) {k : ℕ} (hk : k ≠ 0) {c d : ℂ}
    (hc : c ≠ 0) (hd : d ≠ 0) (hcd : ‖c‖ ≠ ‖d‖) (φ : ℝ) :
    densityFeature g k (polygon k c ∪ polygon k (Complex.exp (φ * Complex.I) * d))
      = k * (g ‖c‖ * c ^ k
        + Complex.exp (k * (φ * Complex.I)) * (g ‖d‖ * d ^ k)) := by
  have hn : ‖Complex.exp (φ * Complex.I) * d‖ = ‖d‖ := by
    rw [norm_mul, Complex.norm_exp_ofReal_mul_I, one_mul]
  rw [densityFeature_two_rings g k k (by rw [hn]; exact hcd),
    densityFeature_polygon g k hk hc,
    densityFeature_polygon g k hk (mul_ne_zero (Complex.exp_ne_zero _) hd), hn,
    if_pos (dvd_refl k), if_pos (dvd_refl k), mul_pow, Complex.exp_nat_mul]
  ring

end

end LowOrderBlindness
```

Model the neighbour density as a sum of point contributions in the plane, one per atom. Its coefficient with radial function $R(r)$ and angular factor $e^{il\theta}$ is the sum of $R(r)\,e^{il\theta}$ over the neighbours, which is $F_{g,l}$ with $g(r)=R(r)/r^l$, for neighbours away from the origin. For these planar, single-species rings, a potential that receives only such coefficients about the common centre, with $0\le l\le l_{\max}<k$, assigns the same energy to every twist angle, however it combines them. For two hexagonal rings, the coefficients about the common centre thus need $l_{\max}\ge 6$ before they can register the twist. A potential that also uses environments centred on the ring atoms is not bound by this result, because the twist changes distances between atoms of different rings.

```lean
#print axioms LowOrderBlindness.feature_eq_zero_of_symmetric
-- 'LowOrderBlindness.feature_eq_zero_of_symmetric' depends on axioms: [propext, Classical.choice, Quot.sound]
#print axioms LowOrderBlindness.exists_feature_ne_zero_iff
-- 'LowOrderBlindness.exists_feature_ne_zero_iff' depends on axioms: [propext, Classical.choice, Quot.sound]
#print axioms LowOrderBlindness.twist_invisible
-- 'LowOrderBlindness.twist_invisible' depends on axioms: [propext, Classical.choice, Quot.sound]
#print axioms LowOrderBlindness.twist_at_order_k
-- 'LowOrderBlindness.twist_at_order_k' depends on axioms: [propext, Classical.choice, Quot.sound]
```
